# Low-energy transmission of a square well: \(T\propto k^2\), or \(T\to1\) when \(L\sqrt V\) is a multiple of \(\pi\)

## A slow particle meets an attractive well

A particle arrives from the left at a one-dimensional well of depth \(V>0\) and width \(L>0\). Classically it always passes. In quantum mechanics, a very slow particle is almost always reflected, except at special depths and widths where it is almost always transmitted. How does the transmission behave as the incoming wavenumber \(k\) goes to zero, and which wells are special?

Take units with \(\hbar^2/2m=1\), so that the energy is \(k^2\) and the wavenumber inside the well is \(q=\sqrt{k^2+V}\). The wave is

- \(e^{ikx}+r\,e^{-ikx}\) on the left,
- \(A\cos qx+B\sin qx\) for \(0<x<L\),
- \(t\,e^{ikx}\) on the right.

The outside wavenumber is the same on both sides, so the transmission probability is \(T=|t|^2\).

## The threshold law

For \(k>0\), matching the wave and its slope at both edges gives
\[
T(k)=\frac{1}{1+\dfrac{V^2\sin^2(qL)}{4k^2q^2}} .
\]
As \(k\to0^+\),
\[
\frac{T}{k^2}\to\frac{4}{V\sin^2(L\sqrt V)}\quad\text{if }\sin(L\sqrt V)\neq0,
\qquad
T\to1\quad\text{if }\sin(L\sqrt V)=0 .
\]
The second case occurs exactly when \(L\sqrt V=n\pi\) with \(n\) a positive integer.

## From the matching conditions to \(T\)

Write \(c=\cos qL\), \(s=\sin qL\) and \(\tau=t\,e^{ikL}\). The four conditions are
\[
1+r=A,\quad ik(1-r)=qB,\quad Ac+Bs=\tau,\quad q(-As+Bc)=ik\tau .
\]
The last two, with \(c^2+s^2=1\), give
\[
qA=\tau(qc-iks),\qquad qB=\tau(qs+ikc).
\]
The first two give \(ikA+qB=2ik\). Multiplying this by \(q\) and inserting the inner amplitudes,
\[
\tau\left[(k^2+q^2)s+2ikqc\right]=2ikq .
\]
Take squared moduli and use \(c^2=1-s^2\). Since \((k^2+q^2)^2-4k^2q^2=(q^2-k^2)^2=V^2\) and \(|\tau|=|t|\),
\[
|t|^2\left(4k^2q^2+V^2s^2\right)=4k^2q^2 ,
\]
which is the formula for \(T\).

## The two limits

Dividing by \(k^2\) gives
\[
\frac{T}{k^2}=\frac{4q^2}{4k^2q^2+V^2\sin^2(qL)} .
\]
If \(\sin(L\sqrt V)\neq0\), the right-hand side is continuous at \(k=0\), where \(q=\sqrt V\). Its value there is \(4V/(V^2\sin^2(L\sqrt V))\), the first limit.

Now let \(\sin(L\sqrt V)=0\) and write \(w=\sqrt V\). The addition formula leaves \(\sin(qL)=\sin((q-w)L)\cos(wL)\), so \(\sin^2(qL)\le(q-w)^2L^2\). From \((q-w)(q+w)=k^2\) and \(q\ge w\) we get \(q-w\le k^2/(2w)\). Hence
\[
\frac{V^2\sin^2(qL)}{4k^2q^2}\le\frac{V k^2L^2}{16q^2}\le\frac{(kL)^2}{16},
\qquad
1-\frac{(kL)^2}{16}\le T\le1,
\]
and \(T\to1\).

Conversely, if \(\sin(L\sqrt V)\neq0\), then \(T=k^2\,(T/k^2)\to0\), so \(T\) cannot tend to 1. The zeros of the sine are the integer multiples of \(\pi\), and \(L\sqrt V>0\) selects the positive ones.

## Evaluating \(T\) at small \(k\)

In a program, the single fraction for \(T/k^2\) is convenient when \(\sin(L\sqrt V)\neq0\), because it can be evaluated at \(k=0\) itself. For a non-interacting particle in this piecewise-constant well, the two limits also give a check on a numerical scattering solver. With \(V=1\) and \(L=\pi/2\), \(T/k^2\) should approach 4; at \(k=0.1\) the formula gives about 3.88. With \(V=1\) and \(L=\pi\), the bound already guarantees \(T>0.993\) at \(k=0.1\). When \(\sin(L\sqrt V)\) is small but not zero, the quadratic law appears only once \(k\) is well below \(\tfrac12\sqrt V\,|\sin(L\sqrt V)|\), so a coarse grid in \(k\) can miss it.

## How the Lean statements encode the physics

`innerWavenumber V k` is \(q\), and `transmission V L k` is the displayed formula for \(T\). The structure `Matching` holds the four edge conditions for complex amplitudes `r`, `A`, `B`, `t`. The wave forms are taken as given; the Schrödinger equation itself does not appear.

`norm_sq_eq_transmission` says that any amplitudes satisfying `Matching`, with \(V,k>0\), have \(|t|^2=T\). That such amplitudes exist is shown for one case, `matching_witness`, with \(V=3\), \(L=\pi/4\), \(k=1\) and \(|t|^2=16/25\).

`transmission_threshold` contains both limits. The filter `𝓝[>] 0` means \(k\to0\) through positive values, so the value that Lean assigns to the formula at \(k=0\) plays no part. This theorem holds for every real `L`; `threshold_transparent_iff` adds \(L>0\) and gives the integer condition.

```lean
import Mathlib

open Filter Topology

namespace SquareWellThreshold

noncomputable section

/-- The wavenumber `q = √(k² + V)` inside a well of depth `V`, in units with `ħ²/2m = 1`. -/
def innerWavenumber (V k : ℝ) : ℝ := √(k ^ 2 + V)

/-- The square-well transmission at outside wavenumber `k`, for `k ≠ 0` and `k² + V > 0`. -/
def transmission (V L k : ℝ) : ℝ :=
  1 / (1 + V ^ 2 * Real.sin (innerWavenumber V k * L) ^ 2
    / (4 * k ^ 2 * innerWavenumber V k ^ 2))

/-- Continuity of the wave and of its slope at the edges `0` and `L` of the well. The wave is
`exp(ikx) + r exp(-ikx)` on the left, `A cos(qx) + B sin(qx)` inside, `t exp(ikx)` on the right. -/
structure Matching (V L k : ℝ) (r A B t : ℂ) : Prop where
  value_left : 1 + r = A
  slope_left : Complex.I * (k : ℂ) * (1 - r) = (innerWavenumber V k : ℂ) * B
  value_right : A * ((Real.cos (innerWavenumber V k * L) : ℝ) : ℂ)
    + B * ((Real.sin (innerWavenumber V k * L) : ℝ) : ℂ)
    = t * Complex.exp (((k * L : ℝ) : ℂ) * Complex.I)
  slope_right : (innerWavenumber V k : ℂ) *
    (-A * ((Real.sin (innerWavenumber V k * L) : ℝ) : ℂ)
      + B * ((Real.cos (innerWavenumber V k * L) : ℝ) : ℂ))
    = Complex.I * (k : ℂ) * (t * Complex.exp (((k * L : ℝ) : ℂ) * Complex.I))

/-- Eliminating the reflected and inner amplitudes from the four matching equations gives `|τ|²
(4k²q² + (q² - k²)² s²) = 4k²q²` for the outgoing wave `τ` at the right edge. -/
theorem normSq_of_matching {k q c s : ℝ} {r A B τ : ℂ} (hcs : c ^ 2 + s ^ 2 = 1)
    (e1 : 1 + r = A) (e2 : Complex.I * (k : ℂ) * (1 - r) = (q : ℂ) * B)
    (e3 : A * (c : ℂ) + B * (s : ℂ) = τ)
    (e4 : (q : ℂ) * (-A * (s : ℂ) + B * (c : ℂ)) = Complex.I * (k : ℂ) * τ) :
    Complex.normSq τ * (4 * k ^ 2 * q ^ 2 + (q ^ 2 - k ^ 2) ^ 2 * s ^ 2)
      = 4 * k ^ 2 * q ^ 2 := by
  have hc : (c : ℂ) ^ 2 + (s : ℂ) ^ 2 = 1 := by exact_mod_cast hcs
  -- the inner amplitudes in terms of the outgoing wave
  have hA : (q : ℂ) * A = τ * (q * c - Complex.I * k * s) := by
    linear_combination (c : ℂ) * q * e3 - (s : ℂ) * e4 - (q : ℂ) * A * hc
  have hB : (q : ℂ) * B = τ * (q * s + Complex.I * k * c) := by
    linear_combination (s : ℂ) * q * e3 + (c : ℂ) * e4 - (q : ℂ) * B * hc
  have e12 : Complex.I * k * A + q * B = 2 * Complex.I * k := by
    linear_combination -(Complex.I * k) * e1 - e2
  have h : τ * ((((k ^ 2 + q ^ 2) * s : ℝ) : ℂ) + ((2 * k * q * c : ℝ) : ℂ) * Complex.I)
      = ((0 : ℝ) : ℂ) + ((2 * k * q : ℝ) : ℂ) * Complex.I := by
    push_cast
    linear_combination (q : ℂ) * e12 - Complex.I * k * hA - (q : ℂ) * hB
      + τ * (k : ℂ) ^ 2 * s * Complex.I_sq
  have hn := congrArg Complex.normSq h
  rw [Complex.normSq_mul, Complex.normSq_add_mul_I, Complex.normSq_add_mul_I] at hn
  linear_combination hn - Complex.normSq τ * 4 * k ^ 2 * q ^ 2 * hcs

lemma innerWavenumber_pos {V : ℝ} (hV : 0 < V) (k : ℝ) : 0 < innerWavenumber V k :=
  Real.sqrt_pos.mpr (by positivity)

lemma innerWavenumber_sq {V : ℝ} (hV : 0 < V) (k : ℝ) :
    innerWavenumber V k ^ 2 = k ^ 2 + V :=
  Real.sq_sqrt (by positivity)

/-- The transmission written as a single fraction. -/
theorem transmission_eq {V k : ℝ} (hV : 0 < V) (hk : 0 < k) (L : ℝ) :
    transmission V L k = 4 * k ^ 2 * innerWavenumber V k ^ 2 /
      (4 * k ^ 2 * innerWavenumber V k ^ 2
        + V ^ 2 * Real.sin (innerWavenumber V k * L) ^ 2) := by
  have hq := innerWavenumber_pos hV k
  unfold transmission
  rw [div_eq_div_iff (by positivity) (by positivity)]
  field_simp

/-- For a wave that satisfies the matching conditions, the squared modulus of the transmitted
amplitude is the square-well transmission. -/
theorem norm_sq_eq_transmission {V L k : ℝ} {r A B t : ℂ} (hV : 0 < V) (hk : 0 < k)
    (m : Matching V L k r A B t) : ‖t‖ ^ 2 = transmission V L k := by
  have hq := innerWavenumber_pos hV k
  have hq2 := innerWavenumber_sq hV k
  have h := normSq_of_matching (Real.cos_sq_add_sin_sq (innerWavenumber V k * L))
    m.value_left m.slope_left m.value_right m.slope_right
  rw [Complex.normSq_eq_norm_sq, norm_mul, Complex.norm_exp_ofReal_mul_I, mul_one,
    show innerWavenumber V k ^ 2 - k ^ 2 = V by linarith] at h
  rw [transmission_eq hV hk, eq_div_iff (by positivity)]
  exact h

/-- Explicit amplitudes that satisfy the matching conditions for `V = 3`, `L = π/4`, `k = 1`. -/
theorem matching_witness : Matching 3 (Real.pi / 4) 1 (-3 / 5) (2 / 5) (4 / 5 * Complex.I)
    (4 / 5 * Complex.I * Complex.exp (-(((1 * (Real.pi / 4) : ℝ) : ℂ) * Complex.I))) := by
  have hq : innerWavenumber 3 1 = 2 := by
    unfold innerWavenumber
    rw [show (1 : ℝ) ^ 2 + 3 = 2 ^ 2 by norm_num]
    exact Real.sqrt_sq (by norm_num)
  have hx : 2 * (Real.pi / 4) = Real.pi / 2 := by ring
  refine ⟨by norm_num, ?_, ?_, ?_⟩
  · rw [hq]
    push_cast
    ring
  · rw [hq, hx, Real.cos_pi_div_two, Real.sin_pi_div_two, mul_assoc (4 / 5 * Complex.I),
      ← Complex.exp_add, neg_add_cancel, Complex.exp_zero]
    push_cast
    ring
  · rw [hq, hx, Real.cos_pi_div_two, Real.sin_pi_div_two, mul_assoc (4 / 5 * Complex.I),
      ← Complex.exp_add, neg_add_cancel, Complex.exp_zero]
    push_cast
    linear_combination (-(4 / 5) : ℂ) * Complex.I_sq

/-- If `sin(L√V) = 0`, the transmission at wavenumber `k` is at least `1 - (kL)²/16`. -/
theorem transmission_ge_of_resonance {V L k : ℝ} (hV : 0 < V) (hk : 0 < k)
    (hs : Real.sin (L * √V) = 0) : 1 - (k * L) ^ 2 / 16 ≤ transmission V L k := by
  have hq := innerWavenumber_pos hV k
  have hq2 := innerWavenumber_sq hV k
  rw [transmission_eq hV hk]
  set q := innerWavenumber V k
  have hw : 0 < √V := Real.sqrt_pos.mpr hV
  have hw2 : √V ^ 2 = V := Real.sq_sqrt hV.le
  set w := √V
  have hwq : w ≤ q := by nlinarith [sq_nonneg k]
  -- only the shift of the phase away from resonance matters
  have h1 : Real.sin (q * L) ^ 2 ≤ ((q - w) * L) ^ 2 := by
    have e : Real.sin (q * L) = Real.sin ((q - w) * L) * Real.cos (L * w) := by
      rw [show q * L = (q - w) * L + L * w by ring, Real.sin_add, hs, mul_zero, add_zero]
    have b := Real.one_sub_sq_div_two_le_cos (x := 2 * ((q - w) * L))
    rw [Real.cos_two_mul] at b
    have p := Real.sin_sq_add_cos_sq ((q - w) * L)
    have c1 := Real.cos_sq_le_one (L * w)
    rw [e, mul_pow]
    nlinarith [mul_le_mul_of_nonneg_left c1 (sq_nonneg (Real.sin ((q - w) * L)))]
  have h2 : 4 * w ^ 2 * (q - w) ^ 2 ≤ k ^ 4 := by
    have e : k ^ 4 = (q + w) ^ 2 * (q - w) ^ 2 := by
      have : k ^ 2 = (q + w) * (q - w) := by linarith [show (q + w) * (q - w) = q ^ 2 - w ^ 2 by ring]
      rw [show k ^ 4 = (k ^ 2) ^ 2 by ring, this]
      ring
    rw [e]
    exact mul_le_mul_of_nonneg_right (by nlinarith) (sq_nonneg _)
  have h3 : V ^ 2 * Real.sin (q * L) ^ 2 ≤ (k * L) ^ 2 / 16 * (4 * k ^ 2 * q ^ 2) := by
    calc V ^ 2 * Real.sin (q * L) ^ 2 ≤ V ^ 2 * ((q - w) * L) ^ 2 :=
          mul_le_mul_of_nonneg_left h1 (sq_nonneg V)
      _ = V * L ^ 2 / 4 * (4 * w ^ 2 * (q - w) ^ 2) := by rw [hw2]; ring
      _ ≤ V * L ^ 2 / 4 * k ^ 4 := mul_le_mul_of_nonneg_left h2 (by positivity)
      _ ≤ q ^ 2 * (L ^ 2 / 4 * k ^ 4) := by
          rw [show V * L ^ 2 / 4 * k ^ 4 = V * (L ^ 2 / 4 * k ^ 4) by ring]
          exact mul_le_mul_of_nonneg_right (by nlinarith [sq_nonneg k]) (by positivity)
      _ = (k * L) ^ 2 / 16 * (4 * k ^ 2 * q ^ 2) := by ring
  rw [le_div_iff₀ (by positivity)]
  have h4 : 0 ≤ (k * L) ^ 2 / 16 * (V ^ 2 * Real.sin (q * L) ^ 2) := by positivity
  linarith

/-- Threshold law of the square well: as `k → 0+`, `T/k²` tends to `4/(V sin²(L√V))` if
`sin(L√V) ≠ 0`, and `T` tends to `1` if `sin(L√V) = 0`. -/
theorem transmission_threshold {V : ℝ} (hV : 0 < V) (L : ℝ) :
    (Real.sin (L * √V) ≠ 0 → Tendsto (fun k => transmission V L k / k ^ 2) (𝓝[>] 0)
      (𝓝 (4 / (V * Real.sin (L * √V) ^ 2)))) ∧
    (Real.sin (L * √V) = 0 → Tendsto (fun k => transmission V L k) (𝓝[>] 0) (𝓝 1)) := by
  constructor
  · intro hs
    have hq : Continuous fun k => innerWavenumber V k :=
      (by fun_prop : Continuous fun k : ℝ => k ^ 2 + V).sqrt
    have hnum : Continuous fun k => 4 * innerWavenumber V k ^ 2 :=
      continuous_const.mul (hq.pow 2)
    have hden : Continuous fun k => 4 * k ^ 2 * innerWavenumber V k ^ 2
        + V ^ 2 * Real.sin (innerWavenumber V k * L) ^ 2 :=
      ((continuous_const.mul (continuous_id.pow 2)).mul (hq.pow 2)).add
        (continuous_const.mul ((Real.continuous_sin.comp (hq.mul continuous_const)).pow 2))
    have h0 : innerWavenumber V 0 = √V := by simp [innerWavenumber]
    have hd : 4 * (0 : ℝ) ^ 2 * innerWavenumber V 0 ^ 2
        + V ^ 2 * Real.sin (innerWavenumber V 0 * L) ^ 2
        = V * (V * Real.sin (L * √V) ^ 2) := by
      rw [h0, mul_comm (√V) L]
      ring
    have hval : 4 * innerWavenumber V 0 ^ 2 / (4 * (0 : ℝ) ^ 2 * innerWavenumber V 0 ^ 2
        + V ^ 2 * Real.sin (innerWavenumber V 0 * L) ^ 2)
        = 4 / (V * Real.sin (L * √V) ^ 2) := by
      rw [hd, h0, Real.sq_sqrt hV.le]
      field_simp
    have hlim : Tendsto (fun k => 4 * innerWavenumber V k ^ 2 /
        (4 * k ^ 2 * innerWavenumber V k ^ 2
          + V ^ 2 * Real.sin (innerWavenumber V k * L) ^ 2)) (𝓝 0)
        (𝓝 (4 / (V * Real.sin (L * √V) ^ 2))) := by
      rw [← hval]
      exact (hnum.tendsto 0).div (hden.tendsto 0) (by rw [hd]; positivity)
    -- for k > 0 the continuous function is T/k²
    refine (hlim.mono_left nhdsWithin_le_nhds).congr' ?_
    filter_upwards [self_mem_nhdsWithin] with k hk
    have hk' : 0 < k := hk
    have hqk := innerWavenumber_pos hV k
    rw [transmission_eq hV hk', div_div, div_eq_div_iff (by positivity) (by positivity)]
    ring
  · intro hs
    have hc : Continuous fun k : ℝ => 1 - (k * L) ^ 2 / 16 := by fun_prop
    have hl : Tendsto (fun k : ℝ => 1 - (k * L) ^ 2 / 16) (𝓝 0) (𝓝 1) := by
      simpa using hc.tendsto 0
    refine tendsto_of_tendsto_of_tendsto_of_le_of_le' (hl.mono_left nhdsWithin_le_nhds)
      tendsto_const_nhds ?_ ?_
    · filter_upwards [self_mem_nhdsWithin] with k hk
      exact transmission_ge_of_resonance hV hk hs
    · filter_upwards [self_mem_nhdsWithin] with k hk
      have hk' : 0 < k := hk
      have hqk := innerWavenumber_pos hV k
      rw [transmission_eq hV hk', div_le_one (by positivity)]
      exact le_add_of_nonneg_right (by positivity)

/-- The transmission tends to `1` as `k → 0+` exactly when `L√V` is a positive integer
multiple of `π`. -/
theorem threshold_transparent_iff {V L : ℝ} (hV : 0 < V) (hL : 0 < L) :
    Tendsto (fun k => transmission V L k) (𝓝[>] 0) (𝓝 1) ↔
      ∃ n : ℕ, 0 < n ∧ L * √V = n * Real.pi := by
  constructor
  · intro h
    have hs : Real.sin (L * √V) = 0 := by
      by_contra hne
      -- a finite limit of T/k² forces T → 0
      have hk2 : Tendsto (fun k : ℝ => k ^ 2) (𝓝[>] 0) (𝓝 0) := by
        have h2 : Tendsto (fun k : ℝ => k ^ 2) (𝓝 0) (𝓝 0) := by
          simpa using (continuous_pow 2 : Continuous fun k : ℝ => k ^ 2).tendsto 0
        exact h2.mono_left nhdsWithin_le_nhds
      have hz := ((transmission_threshold hV L).1 hne).mul hk2
      rw [mul_zero] at hz
      have hT : Tendsto (fun k => transmission V L k) (𝓝[>] 0) (𝓝 0) := by
        refine hz.congr' ?_
        filter_upwards [self_mem_nhdsWithin] with k hk
        have hk' : 0 < k := hk
        exact div_mul_cancel₀ _ (by positivity)
      exact one_ne_zero (tendsto_nhds_unique h hT)
    obtain ⟨n, hn⟩ := Real.sin_eq_zero_iff.mp hs
    have hpos : 0 < L * √V := mul_pos hL (Real.sqrt_pos.mpr hV)
    have hnr : 0 < (n : ℝ) := by
      by_contra hc
      nlinarith [Real.pi_pos, mul_nonneg (neg_nonneg.mpr (not_lt.mp hc)) Real.pi_pos.le]
    have hn0 : 0 < n := by exact_mod_cast hnr
    lift n to ℕ using hn0.le
    exact ⟨n, by exact_mod_cast hn0, by exact_mod_cast hn.symm⟩
  · rintro ⟨n, _, hn⟩
    exact (transmission_threshold hV L).2 (by rw [hn]; exact Real.sin_nat_mul_pi n)

end

end SquareWellThreshold
```

```lean
#print axioms SquareWellThreshold.norm_sq_eq_transmission
#print axioms SquareWellThreshold.threshold_transparent_iff
```

```
'SquareWellThreshold.norm_sq_eq_transmission' depends on axioms: [propext, Classical.choice, Quot.sound]
'SquareWellThreshold.threshold_transparent_iff' depends on axioms: [propext, Classical.choice, Quot.sound]
```

## How the proof follows the algebra

`normSq_of_matching` is the elimination. Its `hA` and `hB` are the inner amplitudes in terms of \(\tau\), `e12` is the left-edge relation without \(r\), and `h` is the equation for \(\tau\) before moduli are taken. Each `linear_combination` names the multiples of the earlier equations that produce the new one. `norm_sq_eq_transmission` then removes the phase \(e^{ikL}\), which has modulus one, and uses \(q^2-k^2=V\) together with the single fraction from `transmission_eq`.

`transmission_ge_of_resonance` proves the lower bound. Step `h1` bounds \(\sin^2(qL)\); it obtains \(\sin^2y\le y^2\) from \(\cos 2y\ge1-2y^2\). Step `h2` is \(4w^2(q-w)^2\le k^4\), the squared form of the estimate for \(q-w\), and `h3` combines the two.

In `transmission_threshold`, the first half takes the limit of the continuous fraction and uses `congr'` to replace it by \(T/k^2\) for \(k>0\). The second half squeezes \(T\) between \(1-(kL)^2/16\) and 1.

For the converse, `threshold_transparent_iff` multiplies the limit of \(T/k^2\) by \(k^2\to0\), and uniqueness of limits rules out \(T\to1\). `Real.sin_eq_zero_iff` then supplies an integer, which positivity of \(L\sqrt V\) makes a positive natural number.
